# Mean summed squared amplitude of finitely many independent, centred Gaussian modes

The declaration concerns finitely many real mode amplitudes $a_k$ with the unnormalised Gaussian weight $\exp(-\sum_k c_k a_k^2)$, where every $c_k$ is positive. The weight has no cross terms, so the modes are independent. It states that the mean of $\sum_k a_k^2$, taken as the weighted integral divided by the integral of the weight, equals $\sum_k 1/(2c_k)$. The attempt first finds the second moment of a single mode by integrating the derivative of $x\,e^{-c_k x^2}$ over the real line. It then writes the many-mode integrand as a sum of products of one-variable functions, so that each integral factorises.

Lean 4 with Mathlib refuses this proof:

```lean
import Mathlib

open Real Finset MeasureTheory Filter Topology

namespace RingPolymerGyration

noncomputable section

/-- Under a Gaussian weight the mean of the summed squared amplitudes is `∑ 1 / (2 c k)`. -/
theorem gaussian_average {n : ℕ} (c : Fin n → ℝ) (hc : ∀ k, 0 < c k) :
    (∫ a : Fin n → ℝ, (∑ k, a k ^ 2) * exp (-∑ k, c k * a k ^ 2))
      / (∫ a : Fin n → ℝ, exp (-∑ k, c k * a k ^ 2)) = ∑ k, 1 / (2 * c k) := by
  have i0 := fun k => integrable_exp_neg_mul_sq (hc k)
  have i2 : ∀ k, Integrable fun x : ℝ => x ^ 2 * exp (-c k * x ^ 2) := by
    intro k
    have := integrable_rpow_mul_exp_neg_mul_sq (hc k) (s := 2) (by norm_num)
    simpa only [Real.rpow_two] using this
  -- one mode: integrate the derivative of x exp(-c x²)
  have second : ∀ k, ∫ x : ℝ, x ^ 2 * exp (-c k * x ^ 2)
      = 1 / (2 * c k) * ∫ x : ℝ, exp (-c k * x ^ 2) := by
    intro k
    have d : ∀ x : ℝ, HasDerivAt (fun x => x * exp (-c k * x ^ 2))
        (exp (-c k * x ^ 2) - 2 * c k * (x ^ 2 * exp (-c k * x ^ 2))) x := by
      intro x
      have h2 : HasDerivAt (fun y : ℝ => y ^ 2) (2 * x) x := by simpa using hasDerivAt_pow 2 x
      exact ((hasDerivAt_id' x).fun_mul (h2.const_mul (-c k)).exp).congr_deriv (by ring)
    have z := integral_eq_zero_of_hasDerivAt_of_integrable d
      ((i0 k).sub ((i2 k).const_mul (2 * c k))) (integrable_mul_exp_neg_mul_sq (hc k))
    rw [integral_sub (i0 k) ((i2 k).const_mul _), integral_const_mul] at z
    rw [one_div_mul_eq_div, eq_div_iff (mul_pos two_pos (hc k)).ne']
    linear_combination -z
  let F : Fin n → Fin n → ℝ → ℝ := fun i k x => (if k = i then x ^ 2 else 1) * exp (-c k * x ^ 2)
  have ex : ∀ a : Fin n → ℝ, exp (-∑ k, c k * a k ^ 2) = ∏ k, exp (-c k * a k ^ 2) := by
    intro a
    rw [← Real.exp_sum, ← sum_neg_distrib]
    simp only [neg_mul]
  have Fe : ∀ a : Fin n → ℝ, (∑ k, a k ^ 2) * exp (-∑ k, c k * a k ^ 2)
      = ∑ i, ∏ k, F i k (a k) := by
    intro a
    rw [sum_mul, ex]
    refine sum_congr rfl fun i _ => ?_
    simp only [F, prod_mul_distrib, prod_ite_eq', mem_univ, if_true]
  have Fi : ∀ i k, Integrable (F i k) := by
    intro i k
    by_cases h : k = i
    · simp only [F, if_pos h]; exact i2 k
    · simp only [F, if_neg h, one_mul]; exact i0 k
  have Fv : ∀ i k, ∫ x, F i k x
      = (if k = i then 1 / (2 * c k) else 1) * ∫ x : ℝ, exp (-c k * x ^ 2) := by
    intro i k
    by_cases h : k = i
    · simp only [F, if_pos h]; exact second k
    · simp only [F, if_neg h, one_mul]
  have Z0 : ∫ a : Fin n → ℝ, exp (-∑ k, c k * a k ^ 2) = ∏ k, ∫ x : ℝ, exp (-c k * x ^ 2) := by
    simp only [ex]
    exact integral_fintype_prod_volume_eq_prod (fun k (x : ℝ) => exp (-c k * x ^ 2))
  have Zpos : 0 < ∏ k, ∫ x : ℝ, exp (-c k * x ^ 2) := by
    refine prod_pos fun k _ => ?_
    rw [integral_gaussian]
    exact Real.sqrt_pos.2 (div_pos pi_pos (hc k))
  rw [Z0, div_eq_iff Zpos.ne', integral_congr_ae (Eventually.of_forall Fe),
    integral_finset_sum _ (fun i _ => Integrable.fintype_prod (Fi i)), sum_mul]
  refine sum_congr rfl fun i _ => ?_
  rw [integral_fintype_prod_volume_eq_prod (F i)]
  simp only [Fv, prod_mul_distrib, prod_ite_eq', mem_univ, if_true]

end

end RingPolymerGyration
```

Lean reports:

```
Main.lean:62:4: warning: `MeasureTheory.integral_finset_sum` has been deprecated: Use `MeasureTheory.integral_finsetSum` instead
Main.lean:62:4: error: Tactic `rewrite` failed: Did not find an occurrence of the pattern
  ∫ (a : Fin n → ℝ), ∑ i ∈ ?m.1331, ∏ i_1, F i i_1 (a i_1) ∂Measure.pi fun i => volume
in the target expression
  ∫ (a : Fin n → ℝ), ∑ i, ∏ k, F i k (a k) = (∑ k, 1 / (2 * c k)) * ∏ k, ∫ (x : ℝ), rexp (-c k * x ^ 2)

n : ℕ
c : Fin n → ℝ
hc : ∀ (k : Fin n), 0 < c k
i0 : ∀ (k : Fin n), Integrable (fun x => rexp (-c k * x ^ 2)) volume
i2 : ∀ (k : Fin n), Integrable (fun x => x ^ 2 * rexp (-c k * x ^ 2)) volume
second : ∀ (k : Fin n), ∫ (x : ℝ), x ^ 2 * rexp (-c k * x ^ 2) = 1 / (2 * c k) * ∫ (x : ℝ), rexp (-c k * x ^ 2)
F : Fin n → Fin n → ℝ → ℝ := fun i k x => (if k = i then x ^ 2 else 1) * rexp (-c k * x ^ 2)
ex : ∀ (a : Fin n → ℝ), rexp (-∑ k, c k * a k ^ 2) = ∏ k, rexp (-c k * a k ^ 2)
Fe : ∀ (a : Fin n → ℝ), (∑ k, a k ^ 2) * rexp (-∑ k, c k * a k ^ 2) = ∑ i, ∏ k, F i k (a k)
Fi : ∀ (i k : Fin n), Integrable (F i k) volume
Fv : ∀ (i k : Fin n), ∫ (x : ℝ), F i k x = (if k = i then 1 / (2 * c k) else 1) * ∫ (x : ℝ), rexp (-c k * x ^ 2)
Z0 : ∫ (a : Fin n → ℝ), rexp (-∑ k, c k * a k ^ 2) = ∏ k, ∫ (x : ℝ), rexp (-c k * x ^ 2)
Zpos : 0 < ∏ k, ∫ (x : ℝ), rexp (-c k * x ^ 2)
⊢ ∫ (a : Fin n → ℝ), ∑ i, ∏ k, F i k (a k) = (∑ k, 1 / (2 * c k)) * ∏ k, ∫ (x : ℝ), rexp (-c k * x ^ 2)
```

As a diff, the version that Lean accepts:

```diff
@@ -59,6 +59,8 @@
     rw [integral_gaussian]
     exact Real.sqrt_pos.2 (div_pos pi_pos (hc k))
+  have Fp : ∀ i, Integrable (fun a : Fin n → ℝ => ∏ k, F i k (a k)) volume :=
+    fun i => Integrable.fintype_prod (Fi i)
   rw [Z0, div_eq_iff Zpos.ne', integral_congr_ae (Eventually.of_forall Fe),
-    integral_finset_sum _ (fun i _ => Integrable.fintype_prod (Fi i)), sum_mul]
+    MeasureTheory.integral_finsetSum _ (fun i _ => Fp i), sum_mul]
   refine sum_congr rfl fun i _ => ?_
   rw [integral_fintype_prod_volume_eq_prod (F i)]
```

Diagnosis. The error arises where the proof exchanges the integral with the finite sum. That step needs each product to be integrable, and the attempt supplies this inline with `Integrable.fintype_prod (Fi i)`, whose conclusion is about the measure `Measure.pi fun i => volume`. The rewrite pattern takes on that measure, while the integral in the goal is over `volume` on `Fin n → ℝ`. The two are equal by definition, but they are written differently, and `rw` does not unfold `volume` far enough to match them, so it finds no occurrence of the pattern.

The repair states the integrability first, as `Fp`, with `volume` written explicitly. Lean accepts the same proof term there, because checking it against a stated type allows the definition to be unfolded. Passing `Fp i` to the rewrite then gives a pattern with the goal's own measure.

The warning is separate: `integral_finset_sum` is deprecated, and changing to `integral_finsetSum` answers it. The added `MeasureTheory.` prefix is mere tidying, since that namespace is already open.
